# At the zero-temperature density matrix, the LNV functional's second-order term is at least $g\sum|D_{ij}|^2$ for every Hermitian variation $D$ if every level lies at least $g$ from the chemical potential

## Can a cubic functional hold the density matrix in place?

I have a molecule whose single-particle levels all stay clear of the chemical potential $\mu$, and I want its density matrix without diagonalising the Hamiltonian $H$. The Li–Nunes–Vanderbilt (LNV) approach minimises

$$\Omega(X)=\operatorname{Re}\operatorname{tr}K(3X^2-2X^3),\qquad K=H-\mu,$$

over trial density matrices $X$, with no constraint that $X$ be idempotent. But a cubic has no lower bound when $K\neq0$, so the correct density matrix $P$ can only be a local minimum. A variation $D$ may change occupations, mix occupied levels with empty ones, or do both at once. Could some such combination be flat, or even curve downward? And does the distance to the nearest level set the curvature?

## Every Hermitian variation curves upward, and the nearest level sets the scale

No direction is flat or curves downward. If every eigenvalue $k_i$ of $K$ satisfies $|k_i|\ge g>0$, the second-order term is at least $g\sum_{ij}|D_{ij}|^2$ for every Hermitian $D$, and no larger constant works for all such $K$.

Put $X=P+tD$ with real $t$ and keep the order of the factors:

$$X^2=P^2+t(PD+DP)+t^2D^2,$$

$$X^3=P^3+t(P^2D+PDP+DP^2)+t^2(PD^2+DPD+D^2P)+t^3D^3.$$

The coefficient of $t^2$ in $\Omega$ is therefore

$$Q(D)=\operatorname{Re}\operatorname{tr}K\bigl(3D^2-2(PD^2+DPD+D^2P)\bigr).$$

This is half the second derivative, so the second derivative itself is at least $2g\sum_{ij}|D_{ij}|^2$. The linear term vanishes because $P^2=P$ and $KP=PK$: by cyclicity each of its traces equals $\operatorname{tr}KPD$, and they add up to $6-6=0$. I use this cancellation only to read the bound as a statement about a minimum; the Lean theorems below concern the expansion and its second-order term.

Now work in the eigenbasis of $K$, where $P$ is diagonal with entries $p_i=1$ for $k_i<0$ and $p_i=0$ otherwise. Since $D_{ij}D_{ji}=|D_{ij}|^2$,

$$\operatorname{tr}KD^2=\sum_{ij}k_i|D_{ij}|^2,\qquad \operatorname{tr}KDPD=\sum_{ij}k_ip_j|D_{ij}|^2,$$

$$\operatorname{tr}KPD^2=\operatorname{tr}KD^2P=\sum_{ij}k_ip_i|D_{ij}|^2.$$

Collecting terms gives

$$Q(D)=\sum_{ij}k_i(3-4p_i-2p_j)|D_{ij}|^2.$$

There are four cases for the weight:

| Level $i$ | Level $j$ | Weight |
|---|---|---|
| occupied | occupied | $-3k_i=3\lvert k_i\rvert$ |
| occupied | empty | $-k_i=\lvert k_i\rvert$ |
| empty | occupied | $k_i=\lvert k_i\rvert$ |
| empty | empty | $3k_i=3\lvert k_i\rvert$ |

Every weight is at least $g$, which proves the bound. In another orthonormal basis, $K$, $P$ and $D$ are all conjugated by the same unitary matrix, which changes neither the trace nor $\sum_{ij}|D_{ij}|^2=\operatorname{tr}D^2$.

For sharpness, take levels $k_0=-g$ and $k_1=g$, and let $D$ have zero diagonal and off-diagonal entries 1. Then $Q(D)=2g$ and $\sum_{ij}|D_{ij}|^2=2$. The normalised variation $D/\sqrt2$ has second-order term exactly $g$. So the softest direction here is the mixing of the occupied level with the empty one. A particular system can be stiffer than the bound: with levels at $-g$ and $3g$, the same normalised variation gives $2g$, and no other direction is softer.

Here is the Lean file:

```lean
import Mathlib

open scoped Matrix

namespace LNVFunctional

noncomputable section

variable {n : Type*} [Fintype n]

/-- The LNV functional `Re tr K(3X² - 2X³)` of a trial density matrix `X`, with `K` the
Hamiltonian measured from the chemical potential. -/
def lnv (K X : Matrix n n ℂ) : ℝ :=
  (Matrix.trace (K * ((3 : ℝ) • (X * X) - (2 : ℝ) • (X * X * X)))).re

/-- The first-order term of the LNV functional at `P` in the direction `D`. -/
def lnvSlope (K P D : Matrix n n ℂ) : ℝ :=
  (Matrix.trace (K * ((3 : ℝ) • (P * D + D * P)
    - (2 : ℝ) • (P * P * D + P * D * P + D * P * P)))).re

/-- The second-order term of the LNV functional at `P` in the direction `D`,
which is half the second derivative. -/
def lnvQuad (K P D : Matrix n n ℂ) : ℝ :=
  (Matrix.trace (K * ((3 : ℝ) • (D * D)
    - (2 : ℝ) • (P * (D * D) + D * P * D + D * D * P)))).re

/-- The squared Frobenius norm, the sum of all `|D i j|²`. -/
def frobSq (D : Matrix n n ℂ) : ℝ := ∑ i, ∑ j, Complex.normSq (D i j)

/-- Zero-temperature occupations: one for levels below the chemical potential, else zero. -/
def occ (k : n → ℝ) (i : n) : ℝ := if k i < 0 then 1 else 0

/-- Along a line through `P` the LNV functional is exactly a polynomial of degree at most three in
the real step `t`. -/
theorem lnv_line (K P D : Matrix n n ℂ) (t : ℝ) :
    lnv K (P + t • D) = lnv K P + t * lnvSlope K P D + t ^ 2 * lnvQuad K P D
      - 2 * t ^ 3 * (Matrix.trace (K * (D * D * D))).re := by
  -- expand everything into traces of words in K, P and D
  simp only [lnv, lnvSlope, lnvQuad, add_mul, mul_add, mul_sub, smul_mul_assoc,
    mul_smul_comm, smul_add, mul_assoc, Matrix.trace_add, Matrix.trace_sub,
    Matrix.trace_smul, Complex.add_re, Complex.sub_re, Complex.smul_re, smul_eq_mul]
  ring

omit [Fintype n] in
/-- For a Hermitian matrix, opposite entries multiply to the squared modulus. -/
theorem herm_mul {D : Matrix n n ℂ} (hD : D.IsHermitian) (i j : n) :
    D i j * D j i = (Complex.normSq (D i j) : ℂ) := by
  have h : D j i = star (D i j) := (hD.apply j i).symm
  rw [h]
  exact Complex.mul_conj _

variable [DecidableEq n]

/-- The operator with real eigenvalues `f` whose eigenvectors are the columns of
a unitary matrix `U`. -/
def spectral (U : Matrix n n ℂ) (f : n → ℝ) : Matrix n n ℂ :=
  U * Matrix.diagonal (fun i => (f i : ℂ)) * Uᴴ

/-- A change of orthonormal basis respects products of operators. -/
theorem conj_mul {U : Matrix n n ℂ} (hU : Uᴴ * U = 1) (A B : Matrix n n ℂ) :
    U * A * Uᴴ * (U * B * Uᴴ) = U * (A * B) * Uᴴ := by
  calc U * A * Uᴴ * (U * B * Uᴴ) = U * A * (Uᴴ * U) * B * Uᴴ := by simp only [mul_assoc]
    _ = U * (A * B) * Uᴴ := by rw [hU, mul_one]; simp only [mul_assoc]

/-- In the eigenbasis of `K`, with any real occupations `p`, the second-order term for
Hermitian `D` is a weighted sum of the `|D i j|²`. -/
theorem lnvQuad_diagonal (k p : n → ℝ) {D : Matrix n n ℂ} (hD : D.IsHermitian) :
    lnvQuad (Matrix.diagonal fun i => (k i : ℂ)) (Matrix.diagonal fun i => (p i : ℂ)) D
      = ∑ i, ∑ j, k i * (3 - 4 * p i - 2 * p j) * Complex.normSq (D i j) := by
  have h1 : ∀ i, (D * D) i i = ((∑ j, Complex.normSq (D i j) : ℝ) : ℂ) := by
    intro i
    rw [Matrix.mul_apply, Complex.ofReal_sum]
    exact Finset.sum_congr rfl fun j _ => herm_mul hD i j
  have h2 : ∀ i, (D * Matrix.diagonal (fun i => (p i : ℂ)) * D) i i
      = ((∑ j, p j * Complex.normSq (D i j) : ℝ) : ℂ) := by
    intro i
    rw [Matrix.mul_apply, Complex.ofReal_sum]
    refine Finset.sum_congr rfl fun j _ => ?_
    rw [Matrix.mul_diagonal, Complex.ofReal_mul, ← herm_mul hD i j]
    ring
  simp only [lnvQuad, Matrix.trace, Matrix.diag_apply, Complex.re_sum]
  refine Finset.sum_congr rfl fun i _ => ?_
  have e : ∀ j, k i * (3 - 4 * p i - 2 * p j) * Complex.normSq (D i j)
      = k i * (3 - 4 * p i) * Complex.normSq (D i j)
        - 2 * k i * (p j * Complex.normSq (D i j)) := fun j => by ring
  simp only [Matrix.diagonal_mul, Matrix.mul_diagonal, Matrix.sub_apply, Matrix.smul_apply,
    Matrix.add_apply, h1, h2, Complex.re_ofReal_mul, Complex.sub_re, Complex.smul_re,
    Complex.add_re, Complex.ofReal_re, smul_eq_mul, e, Finset.sum_sub_distrib,
    ← Finset.mul_sum]
  ring

/-- If all levels of `K` lie at least `g` from the chemical potential, the second-order LNV
term at the zero-temperature density matrix is at least `g` times the squared Frobenius norm
of the Hermitian variation `D`, in any orthonormal basis. -/
theorem lnvQuad_ge {U : Matrix n n ℂ} (hU : Uᴴ * U = 1) {k : n → ℝ} {g : ℝ}
    (hk : ∀ i, g ≤ |k i|) {D : Matrix n n ℂ} (hD : D.IsHermitian) :
    g * frobSq D ≤ lnvQuad (spectral U k) (spectral U (occ k)) D := by
  have hU' : U * Uᴴ = 1 := mul_eq_one_comm.mp hU
  -- pass to the matrix E of the variation in the eigenbasis
  obtain ⟨E, hE, rfl⟩ : ∃ E : Matrix n n ℂ, E.IsHermitian ∧ D = U * E * Uᴴ := by
    refine ⟨Uᴴ * D * U, Matrix.isHermitian_conjTranspose_mul_mul U hD, ?_⟩
    calc D = (U * Uᴴ) * D * (U * Uᴴ) := by rw [hU', one_mul, mul_one]
      _ = U * (Uᴴ * D * U) * Uᴴ := by simp only [mul_assoc]
  have ht : ∀ X : Matrix n n ℂ, Matrix.trace (U * X * Uᴴ) = Matrix.trace X := by
    intro X
    rw [Matrix.trace_mul_comm, ← mul_assoc, hU, one_mul]
  have hh : ∀ A : Matrix n n ℂ, A.IsHermitian → frobSq A = (Matrix.trace (A * A)).re := by
    intro A hA
    simp only [frobSq, Matrix.trace, Matrix.diag_apply, Matrix.mul_apply, Complex.re_sum,
      herm_mul hA, Complex.ofReal_re]
  have hf : frobSq (U * E * Uᴴ) = frobSq E := by
    rw [hh _ hD, hh _ hE, conj_mul hU, ht]
  have hq : lnvQuad (spectral U k) (spectral U (occ k)) (U * E * Uᴴ)
      = lnvQuad (Matrix.diagonal fun i => (k i : ℂ))
          (Matrix.diagonal fun i => (occ k i : ℂ)) E := by
    simp only [lnvQuad, spectral, conj_mul hU, mul_sub, mul_add, mul_smul_comm, smul_add,
      Matrix.trace_sub, Matrix.trace_add, Matrix.trace_smul, ht]
  rw [hf, hq, lnvQuad_diagonal k (occ k) hE, frobSq, Finset.mul_sum]
  refine Finset.sum_le_sum fun i _ => ?_
  rw [Finset.mul_sum]
  refine Finset.sum_le_sum fun j _ => mul_le_mul_of_nonneg_right ?_ (Complex.normSq_nonneg _)
  -- each weight is |k i| or 3|k i|
  have hi := hk i
  rcases lt_or_ge (k i) 0 with h | h
  · rw [abs_of_neg h] at hi
    simp only [occ, if_pos h]
    split_ifs <;> linarith
  · rw [abs_of_nonneg h] at hi
    simp only [occ, if_neg (not_lt.2 h)]
    split_ifs <;> linarith

/-- The constant `g` is sharp: for two levels at `-g` and `g`, with `g > 0`, the variation
that couples them attains equality. -/
theorem lnvQuad_sharp {g : ℝ} (hg : 0 < g) :
    lnvQuad (Matrix.diagonal fun i => ((![-g, g] i : ℝ) : ℂ))
        (Matrix.diagonal fun i => (occ ![-g, g] i : ℂ)) !![0, 1; 1, 0]
      = g * frobSq (!![0, 1; 1, 0] : Matrix (Fin 2) (Fin 2) ℂ) := by
  have hD : (!![0, 1; 1, 0] : Matrix (Fin 2) (Fin 2) ℂ).IsHermitian :=
    Matrix.IsHermitian.ext (by intro i j; fin_cases i <;> fin_cases j <;> simp)
  have o0 : occ ![-g, g] 0 = 1 := by simp [occ, hg]
  have o1 : occ ![-g, g] 1 = 0 := by simp [occ, hg.le]
  rw [lnvQuad_diagonal ![-g, g] (occ ![-g, g]) hD]
  simp only [frobSq, Fin.sum_univ_two, o0, o1]
  change -g * (3 - 4 * 1 - 2 * 1) * Complex.normSq 0 + -g * (3 - 4 * 1 - 2 * 0) * Complex.normSq 1
    + (g * (3 - 4 * 0 - 2 * 1) * Complex.normSq 1 + g * (3 - 4 * 0 - 2 * 0) * Complex.normSq 0)
    = g * (Complex.normSq 0 + Complex.normSq 1 + (Complex.normSq 1 + Complex.normSq 0))
  simp only [map_zero, map_one]
  ring

end

end LNVFunctional
```

```lean
#print axioms LNVFunctional.lnv_line
-- 'LNVFunctional.lnv_line' depends on axioms: [propext, Classical.choice, Quot.sound]
#print axioms LNVFunctional.lnvQuad_ge
-- 'LNVFunctional.lnvQuad_ge' depends on axioms: [propext, Classical.choice, Quot.sound]
#print axioms LNVFunctional.lnvQuad_sharp
-- 'LNVFunctional.lnvQuad_sharp' depends on axioms: [propext, Classical.choice, Quot.sound]
```

The main theorem, `lnvQuad_ge`, says: given a unitary `U`, real levels `k` with `g ≤ |k i|` for all `i`, and a Hermitian `D`, the number `g * frobSq D` is at most the second-order term. The objects correspond to the physics as follows.

- `K` is the Hamiltonian measured from the chemical potential, not the density kernel that often carries this letter. In the theorem it is `spectral U k`, with the columns of `U` as eigenvectors.
- `spectral U (occ k)` is the zero-temperature density matrix $P$, with occupations 0 and 1 and no spin factor of two.
- `lnvQuad` is $Q(D)$, and `frobSq` is $\sum_{ij}|D_{ij}|^2$.

Diagonal $K$ is the special case `U = 1`, and real symmetric $D$ are included among the Hermitian ones. The theorem doesn't require $g>0$; that condition is what makes the bound strictly positive for $D\neq0$. Physically, it says that no level sits at the chemical potential.

The setting is a finite orthonormal basis with a fixed $K$, so there is no self-consistent response of the Hamiltonian. Within that non-interacting model, the bound tells a linear-scaling minimisation how soft its softest direction can be at the solution. Among the steps left open towards an actual linear-scaling calculation is truncation: once distant matrix elements are set to zero, the exact $P$ is generally no longer an allowed trial matrix.

The proof follows the calculation above. `lnv_line` expands the functional into traces of products and lets `ring` collect powers of $t$; it holds for arbitrary complex square matrices. `herm_mul` supplies $D_{ij}D_{ji}=|D_{ij}|^2$. `lnvQuad_diagonal` uses it to compute the diagonal entries of $D^2$ and $DPD$ (`h1` and `h2`), and so obtains the weighted sum for any real occupations.

`lnvQuad_ge` first replaces `D` by its eigenbasis matrix $E=U^\dagger DU$. With `conj_mul` and the invariance of the trace (`ht`), the steps `hf` and `hq` carry the norm and the second-order term to that basis. The two double sums are then compared term by term. Splitting on the sign of `k i` and on the occupation of `j` reproduces the four rows of the table, and `linarith` closes each one. Finally, `lnvQuad_sharp` evaluates the weighted sum for the two-level example and finds equality.
